# For a positive semidefinite response matrix, the RPA-in-MP2 embedded integrand lies between those of direct MP2 and direct RPA

The whole system is represented by one real matrix $M$ at a fixed imaginary frequency $i\omega$, and the active region by a diagonal block of that same matrix. The rows and columns of $M$ are particle-hole excitations. With real spin orbitals, differences $\varepsilon_p>0$ between unoccupied and occupied orbital energies, and Coulomb matrix elements $K_{pq}$ between the transition densities,

$$M_{pq}=\sqrt{w_p}\,K_{pq}\sqrt{w_q},\qquad w_p=\frac{2\varepsilon_p}{\varepsilon_p^2+\omega^2}.$$

Since the Coulomb repulsion is a positive kernel, $K$ and hence $M$ are positive semidefinite. The file does not construct $M$ from orbitals: it takes any real matrix with the hypothesis `M.PosSemidef`, which includes symmetry.

The finite types `a` and `b` label the active excitations and all the others, including those between active and environment orbitals. The active calculation therefore shares its orbitals, energies and integrals with the full one.

```lean
import Mathlib

open Matrix Finset

namespace SubtractiveRPAEmbedding

noncomputable section

variable {n a b : Type*} [Fintype n] [DecidableEq n] [Fintype a] [DecidableEq a]
  [Fintype b] [DecidableEq b]
```

## The three integrands

The direct RPA integrand is $R(M)=\ln\det(1+M)-\mathrm{Tr}\,M$.

```lean
/-- The direct RPA correlation integrand `ln det(1 + M) - Tr M` at one frequency,
for `M` with `det(1 + M) > 0`. -/
def rpa (M : Matrix n n ℝ) : ℝ := Real.log (1 + M).det - M.trace
```

Expanding the logarithm to second order leaves the direct MP2 integrand, $S(M)=-\tfrac12\mathrm{Tr}\,M^2$. Neither expression contains exchange.

```lean
/-- The second-order (direct MP2) integrand `-Tr(M²)/2`. -/
def mp2 (M : Matrix n n ℝ) : ℝ := -(M * M).trace / 2
```

The embedding treats everything at second order and then replaces the active part by its RPA value:

$$E(M)=S(M)+R(M_{11})-S(M_{11}).$$

In Lean, $M_{11}$ is `M.toBlocks₁₁`.

```lean
/-- The subtractive embedding: second order for the whole system, with the second-order
term of the active block replaced by its RPA value. -/
def embedded (M : Matrix (a ⊕ b) (a ⊕ b) ℝ) : ℝ :=
  mp2 M + rpa M.toBlocks₁₁ - mp2 M.toBlocks₁₁
```

The claims are $S(M)\le E(M)\le R(M)$, with equality on the right exactly when $M_{22}=0$. These integrands are never positive, so a lower value means more correlation. For direct RPA and direct MP2 in a finite basis with shared orbitals, this fixes the sign of the embedding error at each frequency. Integrating over $\omega$ from $0$ to $\infty$ with the positive weight $1/2\pi$ carries the ordering over to the energies, a step made only in this prose.

## One mode beyond second order

For a mode of strength $x$, the difference between RPA and second order is

$$g(x)=\ln(1+x)-x+\tfrac12x^2.$$

```lean
/-- The contribution beyond second order of a single mode of strength `x > -1`. -/
def tail (x : ℝ) : ℝ := Real.log (1 + x) - x + x * x / 2
```

Its derivative is

$$g'(x)=\frac1{1+x}-1+x=\frac{x^2}{1+x}.$$

For $0\le x\le y$,

$$y^2(1+x)-x^2(1+y)=(y-x)(x+y+xy)\ge0,$$

so $g'$ increases and $g$ is convex on $x\ge0$. Since $g(0)=0$ and $g'>0$ for $x>0$, $g$ is also positive there. In the proof, `hder` is the derivative, and the two products handed to `nlinarith` are the parts of the factorisation above.

```lean
/-- The contribution of a mode beyond second order is convex in its strength `x ≥ 0`,
and positive for `x > 0`. -/
theorem tail_convex_pos : ConvexOn ℝ (Set.Ici 0) tail ∧ ∀ x, 0 < x → 0 < tail x := by
  have hder : ∀ x : ℝ, 0 ≤ x → HasDerivAt tail (x ^ 2 / (1 + x)) x := by
    intro x hx
    have h0 : 1 + x ≠ 0 := by positivity
    have h1 : HasDerivAt (fun y : ℝ => 1 + y) 1 x := (hasDerivAt_id' x).const_add 1
    have h2 := ((h1.log h0).fun_sub (hasDerivAt_id' x)).fun_add
      (((hasDerivAt_id' x).fun_mul (hasDerivAt_id' x)).div_const 2)
    refine HasDerivAt.congr_deriv h2 ?_
    have h3 : 1 / (1 + x) * (1 + x) = 1 := div_mul_cancel₀ 1 h0
    rw [eq_div_iff h0]
    linear_combination h3
  have hcont : ContinuousOn tail (Set.Ici 0) :=
    fun x hx => (hder x hx).continuousAt.continuousWithinAt
  constructor
  · -- the derivative x² / (1 + x) increases with x
    refine MonotoneOn.convexOn_of_deriv (convex_Ici 0) hcont ?_ ?_
    · intro x hx
      rw [interior_Ici] at hx
      exact (hder x (le_of_lt hx)).differentiableAt.differentiableWithinAt
    · intro x hx y hy hxy
      rw [interior_Ici] at hx hy
      have hx' : 0 < x := hx
      have hy' : 0 < y := hy
      rw [(hder x hx'.le).deriv, (hder y hy'.le).deriv,
        div_le_div_iff₀ (by positivity) (by positivity)]
      nlinarith [mul_nonneg (mul_nonneg hx'.le hy'.le) (sub_nonneg.2 hxy),
        mul_nonneg (add_nonneg hx'.le hy'.le) (sub_nonneg.2 hxy)]
  · intro x hx
    have hmono : StrictMonoOn tail (Set.Ici 0) := by
      refine strictMonoOn_of_deriv_pos (convex_Ici 0) hcont ?_
      intro y hy
      rw [interior_Ici] at hy
      have hy' : 0 < y := hy
      rw [(hder y hy'.le).deriv]
      positivity
    have h := hmono (Set.mem_Ici.2 le_rfl) (Set.mem_Ici.2 hx.le) hx
    have h0 : tail 0 = 0 := by simp [tail]
    rwa [h0] at h
```

## From the matrix to its modes

The spectral theorem gives $M=U\,\mathrm{diag}(d)\,U^T$ with $U^TU=1$ and all $d_k\ge0$.

```lean
/-- A real positive semidefinite matrix has an orthonormal basis of modes with
nonnegative strengths. -/
theorem exists_modes {M : Matrix n n ℝ} (hM : M.PosSemidef) :
    ∃ (U : Matrix n n ℝ) (d : n → ℝ),
      Uᵀ * U = 1 ∧ (∀ k, 0 ≤ d k) ∧ M = U * diagonal d * Uᵀ := by
  refine ⟨hM.isHermitian.eigenvectorUnitary, hM.isHermitian.eigenvalues, ?_,
    hM.eigenvalues_nonneg, ?_⟩
  · exact Matrix.mem_unitaryGroup_iff'.1 hM.isHermitian.eigenvectorUnitary.2
  · have h := hM.isHermitian.spectral_theorem
    rw [Unitary.conjStarAlgAut_apply] at h
    exact h
```

Written out in elements, $(P\,\mathrm{diag}(d)\,P^T)_{ij}=\sum_kP_{ik}d_kP_{jk}$.

```lean
/-- The matrix elements of an operator written as a sum over modes. -/
theorem modes_apply (P : Matrix n n ℝ) (d : n → ℝ) (i j : n) :
    (P * diagonal d * Pᵀ) i j = ∑ k, P i k * d k * P j k := by
  rw [Matrix.mul_apply]
  simp only [mul_diagonal, transpose_apply]
```

Cycling $U$ through the determinant and the traces gives

$$\det(1+M)=\prod_k(1+d_k),\quad \mathrm{Tr}\,M=\sum_kd_k,\quad \mathrm{Tr}\,M^2=\sum_kd_k^2.$$

The logarithm turns the product into a sum, and with $C(M)=R(M)-S(M)$,

$$C(M)=\sum_kg(d_k).$$

These identities are `hdet`, `htr`, `hsq` and `hlog`.

```lean
/-- For orthonormal modes of nonnegative strength, the difference between the RPA and
second-order integrands is the sum of the single-mode contributions. -/
theorem rpa_sub_mp2 {U : Matrix n n ℝ} {d : n → ℝ} (hU : Uᵀ * U = 1) (hd : ∀ k, 0 ≤ d k) :
    rpa (U * diagonal d * Uᵀ) - mp2 (U * diagonal d * Uᵀ) = ∑ k, tail (d k) := by
  have hdet : (1 + U * diagonal d * Uᵀ).det = ∏ k, (1 + d k) := by
    rw [Matrix.mul_assoc, det_one_add_mul_comm, Matrix.mul_assoc, hU, Matrix.mul_one,
      ← diagonal_one, diagonal_add, det_diagonal]
  have htr : ∀ e : n → ℝ, (U * diagonal e * Uᵀ).trace = ∑ k, e k := by
    intro e
    rw [trace_mul_comm, ← Matrix.mul_assoc, hU, Matrix.one_mul, trace_diagonal]
  have hsq : U * diagonal d * Uᵀ * (U * diagonal d * Uᵀ)
      = U * diagonal (fun k => d k * d k) * Uᵀ := by
    calc _ = U * diagonal d * (Uᵀ * U) * diagonal d * Uᵀ := by simp only [Matrix.mul_assoc]
      _ = _ := by rw [hU, Matrix.mul_one, Matrix.mul_assoc U, diagonal_mul_diagonal]
  have hlog : Real.log (∏ k, (1 + d k)) = ∑ k, Real.log (1 + d k) := by
    rw [Real.log_prod]
    intro k _
    have := hd k
    positivity
  unfold rpa mp2
  rw [hdet, hsq, htr, htr, hlog]
  simp only [tail, Finset.sum_add_distrib, Finset.sum_sub_distrib, ← Finset.sum_div]
  ring
```

## Changing the basis cannot raise the sum

Let $P$ be orthogonal. Its squared elements sum to one along every row and every column. Jensen's inequality in each row $i$, followed by a sum over $i$, gives

$$\sum_ig\Big(\sum_kP_{ik}^2d_k\Big)\le\sum_i\sum_kP_{ik}^2\,g(d_k)=\sum_kg(d_k).$$

The row sums `hrow` make the weights admissible for Jensen; the column sums `hcol` give the last equality.

```lean
/-- A Peierls-type inequality: for modes of nonnegative strength, replacing the strengths by
the diagonal elements in another orthonormal basis cannot raise the sum of `tail`. -/
theorem peierls {P : Matrix n n ℝ} (hP : P * Pᵀ = 1) {d : n → ℝ} (hd : ∀ k, 0 ≤ d k) :
    ∑ i, tail (∑ k, P i k ^ 2 * d k) ≤ ∑ k, tail (d k) := by
  -- the squared overlaps are doubly stochastic
  have hrow : ∀ i, ∑ k, P i k ^ 2 = 1 := by
    intro i
    have h := congrFun (congrFun hP i) i
    rw [Matrix.mul_apply, one_apply_eq] at h
    simpa only [transpose_apply, ← sq] using h
  have hcol : ∀ k, ∑ i, P i k ^ 2 = 1 := by
    intro k
    have hP' : Pᵀ * P = 1 := mul_eq_one_comm.1 hP
    have h := congrFun (congrFun hP' k) k
    rw [Matrix.mul_apply, one_apply_eq] at h
    simpa only [transpose_apply, ← sq] using h
  calc ∑ i, tail (∑ k, P i k ^ 2 * d k) ≤ ∑ i, ∑ k, P i k ^ 2 * tail (d k) := by
        refine Finset.sum_le_sum fun i _ => ?_
        have h := tail_convex_pos.1.map_sum_le (t := Finset.univ)
          (w := fun k => P i k ^ 2) (p := d) (fun k _ => sq_nonneg _) (hrow i)
          (fun k _ => hd k)
        simpa only [smul_eq_mul] using h
    _ = ∑ k, tail (d k) := by
        rw [Finset.sum_comm]
        refine Finset.sum_congr rfl fun k _ => ?_
        rw [← Finset.sum_mul, hcol k, one_mul]
```

Now diagonalise the two blocks separately, $M_{11}=V\,\mathrm{diag}(e)\,V^T$ and $M_{22}=W\,\mathrm{diag}(f)\,W^T$, and set $Q=V\oplus W$. The diagonal of $Q^TMQ$ consists of the $e_i$ and the $f_j$; the coupling blocks appear only off the diagonal. With $P=Q^TU$, the same diagonal elements are $\sum_kP_{ik}^2d_k$, so the inequality above becomes

$$C(M_{11})+C(M_{22})\le C(M).$$

In the code, `hblock` computes $Q^TMQ$ by blocks and `hs` identifies its diagonal with the weighted sums.

```lean
/-- For positive semidefinite `M`, the contributions beyond second order of the active and
environment blocks add up to at most that of the whole system. -/
theorem blocks_le {M : Matrix (a ⊕ b) (a ⊕ b) ℝ} (hM : M.PosSemidef) :
    (rpa M.toBlocks₁₁ - mp2 M.toBlocks₁₁) + (rpa M.toBlocks₂₂ - mp2 M.toBlocks₂₂)
      ≤ rpa M - mp2 M := by
  have p1 : M.toBlocks₁₁.PosSemidef := hM.submatrix Sum.inl
  have p2 : M.toBlocks₂₂.PosSemidef := hM.submatrix Sum.inr
  obtain ⟨U, d, hU, hd, hMd⟩ := exists_modes hM
  obtain ⟨V, e, hV, he, h1⟩ := exists_modes p1
  obtain ⟨W, f, hW, hf, h2⟩ := exists_modes p2
  have q1 : Vᵀ * M.toBlocks₁₁ * V = diagonal e := by
    rw [h1]
    calc _ = (Vᵀ * V) * diagonal e * (Vᵀ * V) := by simp only [Matrix.mul_assoc]
      _ = _ := by rw [hV, Matrix.one_mul, Matrix.mul_one]
  have q2 : Wᵀ * M.toBlocks₂₂ * W = diagonal f := by
    rw [h2]
    calc _ = (Wᵀ * W) * diagonal f * (Wᵀ * W) := by simp only [Matrix.mul_assoc]
      _ = _ := by rw [hW, Matrix.one_mul, Matrix.mul_one]
  -- the basis that diagonalises both blocks separately
  obtain ⟨Q, hQ⟩ : ∃ Q, Q = fromBlocks V 0 0 W := ⟨_, rfl⟩
  have hQQ : Qᵀ * Q = 1 := by
    rw [hQ, fromBlocks_transpose, fromBlocks_multiply]
    simp [hV, hW]
  have hblock : Qᵀ * M * Q = fromBlocks (diagonal e) (Vᵀ * M.toBlocks₁₂ * W)
      (Wᵀ * M.toBlocks₂₁ * V) (diagonal f) := by
    conv_lhs => rw [← fromBlocks_toBlocks M]
    rw [hQ, fromBlocks_transpose, fromBlocks_multiply, fromBlocks_multiply]
    simp [q1, q2]
  have hP : (Qᵀ * U) * (Qᵀ * U)ᵀ = 1 := by
    rw [transpose_mul, transpose_transpose]
    calc _ = Qᵀ * (U * Uᵀ) * Q := by simp only [Matrix.mul_assoc]
      _ = 1 := by rw [mul_eq_one_comm.1 hU, Matrix.mul_one, hQQ]
  have hconj : Qᵀ * M * Q = (Qᵀ * U) * diagonal d * (Qᵀ * U)ᵀ := by
    rw [transpose_mul, transpose_transpose, hMd]
    simp only [Matrix.mul_assoc]
  have hs : ∀ i, ∑ k, (Qᵀ * U) i k ^ 2 * d k = (Qᵀ * M * Q) i i := by
    intro i
    rw [hconj, modes_apply]
    exact Finset.sum_congr rfl fun k _ => by ring
  have h := peierls hP hd
  simp only [hs, hblock, Fintype.sum_sum_type, fromBlocks_apply₁₁, fromBlocks_apply₂₂,
    diagonal_apply_eq] at h
  have b0 : rpa M - mp2 M = ∑ k, tail (d k) := by rw [hMd]; exact rpa_sub_mp2 hU hd
  rw [Fintype.sum_sum_type] at b0
  have b1 : rpa M.toBlocks₁₁ - mp2 M.toBlocks₁₁ = ∑ k, tail (e k) := by
    rw [h1]; exact rpa_sub_mp2 hV he
  have b2 : rpa M.toBlocks₂₂ - mp2 M.toBlocks₂₂ = ∑ k, tail (f k) := by
    rw [h2]; exact rpa_sub_mp2 hW hf
  linarith
```

Adding $S(M)$ to both sides gives a neighbouring result: if each block receives its own RPA correction, $S(M)+C(M_{11})+C(M_{22})$ is still at most $R(M)$.

## The embedded value between its two limits

Each $g(d_k)$ is nonnegative, so $C(M)\ge0$, that is, $S(M)\le R(M)$. If $C(M)=0$, every term vanishes, hence every $d_k=0$ and $M=0$.

```lean
/-- For positive semidefinite `M` the second-order integrand is at most the RPA integrand,
and the two agree only if `M = 0`. -/
theorem mp2_le_rpa {M : Matrix n n ℝ} (hM : M.PosSemidef) :
    mp2 M ≤ rpa M ∧ (mp2 M = rpa M → M = 0) := by
  obtain ⟨U, d, hU, hd, hMd⟩ := exists_modes hM
  have hb : rpa M - mp2 M = ∑ k, tail (d k) := by rw [hMd]; exact rpa_sub_mp2 hU hd
  have hnn : ∀ k ∈ Finset.univ, 0 ≤ tail (d k) := by
    intro k _
    rcases (hd k).eq_or_lt with h | h
    · rw [← h]; simp [tail]
    · exact (tail_convex_pos.2 _ h).le
  refine ⟨by linarith [Finset.sum_nonneg hnn], fun heq => ?_⟩
  have hz := (Finset.sum_eq_zero_iff_of_nonneg hnn).1 (by linarith)
  have hd0 : d = 0 := by
    funext k
    by_contra hk
    have hpos := tail_convex_pos.2 _ (lt_of_le_of_ne (hd k) (Ne.symm hk))
    exact hpos.ne' (hz k (Finset.mem_univ k))
  rw [hMd, hd0]
  simp
```

Applied to the environment block, this gives $C(M_{22})\ge0$, and therefore

$$E(M)=S(M)+C(M_{11})\le S(M)+C(M)-C(M_{22})\le R(M).$$

```lean
/-- For positive semidefinite `M` the embedded integrand is at most the RPA integrand of the whole
system. -/
theorem embedded_le_rpa {M : Matrix (a ⊕ b) (a ⊕ b) ℝ} (hM : M.PosSemidef) :
    embedded M ≤ rpa M := by
  have p2 : M.toBlocks₂₂.PosSemidef := hM.submatrix Sum.inr
  have h2 := (mp2_le_rpa p2).1
  have h := blocks_le hM
  unfold embedded
  linarith
```

Applied to the active block, it gives $E(M)-S(M)=C(M_{11})\ge0$.

```lean
omit [DecidableEq b] in
/-- For positive semidefinite `M` the embedded integrand is at least the second-order
integrand of the whole system. -/
theorem mp2_le_embedded {M : Matrix (a ⊕ b) (a ⊕ b) ℝ} (hM : M.PosSemidef) :
    mp2 M ≤ embedded M := by
  have p1 : M.toBlocks₁₁.PosSemidef := hM.submatrix Sum.inl
  have h1 := (mp2_le_rpa p1).1
  unfold embedded
  linarith
```

As an instance, take one active and one environment excitation with

$$M=\begin{pmatrix}1&1\\1&1\end{pmatrix},$$

whose eigenvalues are $2$ and $0$. Then $S(M)=-2$ and $R(M)=\ln3-2\approx-0.901$. The active block is the number $1$, with $R(M_{11})=\ln2-1\approx-0.307$ and $S(M_{11})=-0.5$. Hence $E(M)\approx-2-0.307+0.5=-1.807$, between the other two.

## Exactness requires a vanishing environment block

If $E(M)=R(M)$, then $C(M_{11})=C(M)$. The block inequality forces $C(M_{22})=0$, and so $M_{22}=0$.

Conversely, let $M_{22}=0$. For each environment excitation $j$,

$$0=M_{jj}=\sum_kU_{jk}^2d_k.$$

All terms are nonnegative, so $U_{jk}d_k=0$ for every $k$, which is `hz`. Then $M_{ji}=\sum_kU_{jk}d_kU_{ik}=0$ for every active $i$, and the coupling blocks vanish too. What remains is $M=M_{11}\oplus0$, for which $R(M)=R(M_{11})$ and $S(M)=S(M_{11})$ (`hr` and `hm`), so $E(M)=R(M)$.

Decoupling alone is thus not enough: with $M_{12}=0$ but $M_{22}\ne0$, the environment is still treated at second order and the embedding still overcorrelates.

```lean
/-- For positive semidefinite `M` the embedding reproduces the full RPA integrand exactly
when the environment block vanishes. -/
theorem embedded_eq_rpa_iff {M : Matrix (a ⊕ b) (a ⊕ b) ℝ} (hM : M.PosSemidef) :
    embedded M = rpa M ↔ M.toBlocks₂₂ = 0 := by
  constructor
  · intro heq
    have p2 : M.toBlocks₂₂.PosSemidef := hM.submatrix Sum.inr
    have h2 := mp2_le_rpa p2
    have h := blocks_le hM
    unfold embedded at heq
    exact h2.2 (le_antisymm h2.1 (by linarith))
  · intro h0
    obtain ⟨U, d, -, hd, hMd⟩ := exists_modes hM
    -- no mode of nonzero strength reaches the environment
    have hz : ∀ (j : b) (k : a ⊕ b), U (Sum.inr j) k * d k = 0 := by
      intro j k
      have hj : M (Sum.inr j) (Sum.inr j) = 0 := congrFun (congrFun h0 j) j
      rw [hMd, modes_apply] at hj
      have hk := (Finset.sum_eq_zero_iff_of_nonneg (fun k _ => by
        nlinarith [mul_nonneg (hd k) (mul_self_nonneg (U (Sum.inr j) k))])).1 hj k
        (Finset.mem_univ k)
      rcases mul_eq_zero.1 hk with h | h
      · exact h
      · rw [h, zero_mul]
    have h21 : M.toBlocks₂₁ = 0 := by
      ext j i
      change M (Sum.inr j) (Sum.inl i) = 0
      rw [hMd, modes_apply]
      exact Finset.sum_eq_zero fun k _ => by rw [hz j k, zero_mul]
    have h12 : M.toBlocks₁₂ = 0 := by
      ext i j
      change M (Sum.inl i) (Sum.inr j) = 0
      rw [hMd, modes_apply]
      exact Finset.sum_eq_zero fun k _ => by linear_combination U (Sum.inl i) k * hz j k
    have hblocks : M = fromBlocks M.toBlocks₁₁ 0 0 0 := by
      have h := (fromBlocks_toBlocks M).symm
      rwa [h12, h21, h0] at h
    have htr : ∀ A : Matrix a a ℝ,
        (fromBlocks A 0 0 (0 : Matrix b b ℝ)).trace = A.trace := by
      intro A
      simp [Matrix.trace, Fintype.sum_sum_type]
    have hr : rpa M = rpa M.toBlocks₁₁ := by
      conv_lhs => rw [hblocks]
      unfold rpa
      rw [htr, ← fromBlocks_one, fromBlocks_add]
      simp
    have hm : mp2 M = mp2 M.toBlocks₁₁ := by
      conv_lhs => rw [hblocks]
      unfold mp2
      rw [fromBlocks_multiply]
      simp [htr]
    unfold embedded
    linarith

end

end SubtractiveRPAEmbedding
```

```lean
#print axioms SubtractiveRPAEmbedding.embedded_le_rpa
#print axioms SubtractiveRPAEmbedding.mp2_le_embedded
#print axioms SubtractiveRPAEmbedding.embedded_eq_rpa_iff
```

```
'SubtractiveRPAEmbedding.embedded_le_rpa' depends on axioms: [propext, Classical.choice, Quot.sound]
'SubtractiveRPAEmbedding.mp2_le_embedded' depends on axioms: [propext, Classical.choice, Quot.sound]
'SubtractiveRPAEmbedding.embedded_eq_rpa_iff' depends on axioms: [propext, Classical.choice, Quot.sound]
```
